# The displacement of orbitals under orthonormalisation as a sum of two traces

Take a finite set of orbitals, not necessarily normalised, whose overlap matrix is Q² with Q Hermitian, and let X be a coefficient matrix that makes them orthonormal, so that X†Q²X = 1. The displacement tr[(X − 1)†Q²(X − 1)] is the sum of the squared distances between the new orbitals and the old. The lemma says that it equals tr[(Q − 1)²] + tr[(QX − 1)†Q(QX − 1)]; Q is not assumed positive. The proof notes that QX is unitary, multiplies out the products, and uses the invariance of the trace to replace tr[(QX)†Q(QX)] by tr Q.

In Lean, a first try:

```lean
import Mathlib

open Matrix
open scoped ComplexOrder

namespace DisplacementEq

variable {n : Type*} [Fintype n] [DecidableEq n]
variable {E : Type*} [NormedAddCommGroup E] [InnerProductSpace ℂ E]

/-- The displacement of the orbitals with coefficient matrix `X` from the original ones,
measured with the overlap matrix `S`: the trace of `(X - 1)ᴴ S (X - 1)`. -/
def displacement (S X : Matrix n n ℂ) : ℂ :=
  trace ((X - 1)ᴴ * S * (X - 1))

/-- For Hermitian `Q` and overlap matrix `Q²`, the displacement of an orthonormalising `X`
is the trace of `(Q - 1)²` plus the trace of `(QX - 1)ᴴ Q (QX - 1)`. -/
theorem displacement_eq {Q X : Matrix n n ℂ} (hQ : Q.IsHermitian)
    (hX : Xᴴ * (Q * Q) * X = 1) :
    displacement (Q * Q) X
      = trace ((Q - 1) ^ 2) + trace ((Q * X - 1)ᴴ * Q * (Q * X - 1)) := by
  -- `Q X` is unitary
  have hU : (Xᴴ * Q) * (Q * X) = 1 := by
    rw [← hX]
    simp only [Matrix.mul_assoc]
  have hU' : (Q * X) * (Xᴴ * Q) = 1 := mul_eq_one_comm.mp hU
  have h1 : (X - 1)ᴴ * (Q * Q) * (X - 1)
      = 1 - Xᴴ * Q * Q - Q * Q * X + Q * Q := by
    rw [conjTranspose_sub, conjTranspose_one, ← hX]
    noncomm_ring
  have h2 : (Q * X - 1)ᴴ * Q * (Q * X - 1)
      = (Xᴴ * Q) * (Q * (Q * X)) - Xᴴ * Q * Q - Q * Q * X + Q := by
    rw [conjTranspose_sub, conjTranspose_one, conjTranspose_mul, hQ.eq]
    noncomm_ring
  have h3 : (Q - 1) ^ 2 = Q * Q - Q - Q + 1 := by noncomm_ring
  -- unitary invariance of the trace
  have h4 : trace ((Xᴴ * Q) * (Q * (Q * X))) = trace Q := by
    rw [Matrix.trace_mul_comm, Matrix.mul_assoc Q (Q * X), hU', Matrix.mul_one]
  unfold displacement
  rw [h1, h2, h3]
  simp only [trace_add, trace_sub]
  rw [h4]
  ring

end DisplacementEq
```

Lean reports:

```
Main.lean:28:46: error: unsolved goals
n : Type u_1
inst✝¹ : Fintype n
inst✝ : DecidableEq n
Q X : Matrix n n ℂ
hQ : Q.IsHermitian
hX : Xᴴ * (Q * Q) * X = 1
hU : Xᴴ * Q * (Q * X) = 1
hU' : Q * X * (Xᴴ * Q) = 1
⊢ Xᴴ * (Q * (Q * X)) +
      (-1 • (Xᴴ * (Q * (Q * (X * (Q * (Q * X)))))) +
        (-1 • (Xᴴ * (Q * (Q * (Xᴴ * (Q * (Q * X)))))) + Xᴴ * (Q * (Q * (X * (Q * (Q * (Xᴴ * (Q * (Q * X)))))))))) =
    Xᴴ * (Q * (Q * X)) + (-1 • (Xᴴ * (Q * Q)) + (-1 • (Q * (Q * X)) + Q * Q))
```

The error is in `h1`, which multiplies out the displacement and puts 1 for `Xᴴ * (Q * Q) * X`. The step `rw [← hX]` uses the hypothesis backwards, turning 1 into that product, and it does so at every 1 of this matrix type in the goal. Only the 1 standing alone on the right was meant, but those in `Xᴴ - 1` and `X - 1` are replaced too, which is where the long products in the message come from. The new equation still follows from `hX`, but it is no longer an identity of noncommutative rings, and `noncomm_ring` does not use `hX`, so it leaves the goal unsolved.

The repair expands first. The auxiliary equation `e` keeps `Xᴴ * (Q * Q) * X` as a term on its right-hand side, so it holds in any ring and `noncomm_ring` proves it. After rewriting with `e`, `hX` is used forwards to turn that term into 1, and the two sides agree.

The change, after which it compiles:

```diff
@@ -27,6 +27,7 @@
   have h1 : (X - 1)ᴴ * (Q * Q) * (X - 1)
       = 1 - Xᴴ * Q * Q - Q * Q * X + Q * Q := by
-    rw [conjTranspose_sub, conjTranspose_one, ← hX]
-    noncomm_ring
+    have e : (Xᴴ - 1) * (Q * Q) * (X - 1)
+        = Xᴴ * (Q * Q) * X - Xᴴ * Q * Q - Q * Q * X + Q * Q := by noncomm_ring
+    rw [conjTranspose_sub, conjTranspose_one, e, hX]
   have h2 : (Q * X - 1)ᴴ * Q * (Q * X - 1)
       = (Xᴴ * Q) * (Q * (Q * X)) - Xᴴ * Q * Q - Q * Q * X + Q := by
```
